# For two gluons with a real amplitude, the transverse sum is $M^{\mu\nu}M_{\mu\nu}-2ab$

## Why can't I use $-g_{\mu\nu}$ for both gluons?

Let the metric $g$ have signature $(+,-,-,-)$, let $k_1,k_2$ be the null momenta of two outgoing gauge bosons with $K=k_1\cdot k_2\neq0$, and let
$$P_{\mu\nu}=-g_{\mu\nu}+\frac{k_{1\mu}k_{2\nu}+k_{2\mu}k_{1\nu}}{K}$$
be the sum over physical polarizations of either one. For two photons I replace both $P$'s by $-g$ and the squared amplitude comes out right. For $q\bar q\to gg$ the same replacement gives a wrong answer. Where does the difference come from, and how large is it?

## What the momentum terms leave behind

It comes from the Ward relations. For photons, contracting the amplitude $M^{\mu\nu}$ with either boson's momentum gives zero. For $q\bar q\to gg$ at tree level, with the internal gluon propagator in Feynman gauge, a remainder can survive, proportional to the other gluon's momentum:
$$k_{1\mu}M^{\mu\nu}=a\,k_2^\nu,\qquad M^{\mu\nu}k_{2\nu}=b\,k_1^\mu .$$
It vanishes once the other gluon is physically polarized, but $-g$ also sums over unphysical polarizations. For real $M$ the difference is $2ab$.

First, $P$ annihilates $k_1$, because $k_1^2=0$:
$$P_{\mu\rho}k_1^\rho=-k_{1\mu}+\frac{k_{1\mu}K+k_{2\mu}k_1^2}{K}=0 .$$

Now take $S=P_{\mu\rho}P_{\nu\sigma}M^{\mu\nu}M^{\rho\sigma}$ and expand $P_{\nu\sigma}$. The term with $k_{1\nu}k_{2\sigma}$ contains $M^{\rho\sigma}k_{2\sigma}=b\,k_1^\rho$, and the term with $k_{2\nu}k_{1\sigma}$ contains $M^{\mu\nu}k_{2\nu}=b\,k_1^\mu$. The other $P$, being symmetric, kills both, so
$$S=-P_{\mu\rho}\,g_{\nu\sigma}M^{\mu\nu}M^{\rho\sigma}.$$

Expanding $P_{\mu\rho}$ gives
$$S=M^{\mu\nu}M_{\mu\nu}-\frac1K\left(k_{1\mu}k_{2\rho}+k_{2\mu}k_{1\rho}\right)g_{\nu\sigma}M^{\mu\nu}M^{\rho\sigma}.$$
In the first momentum term, $k_{1\mu}M^{\mu\nu}=a\,k_2^\nu$ leaves
$$a\,k_{2\rho}M^{\rho\sigma}k_{2\sigma}=ab\,k_2\cdot k_1=abK .$$
The second is equal to it after exchanging the two copies of $M$. Hence $S=M^{\mu\nu}M_{\mu\nu}-2ab$. For photons $a=b=0$, and $-g$ suffices.

Both relations matter. Take $k_1=(1,0,0,1)$, $k_2=(1,0,0,-1)$ and let $M^{10}=1$ be the only nonzero component. The first relation holds with $a=0$, but $S=0$ while $M^{\mu\nu}M_{\mu\nu}=-1$. The first relation alone, even with $a=0$, is therefore not enough. Nor is the second alone: if $M^{01}=1$ is the only nonzero component instead, it holds with $b=0$, and again $S=0$ while $M^{\mu\nu}M_{\mu\nu}=-1$.

Here is the Lean version.

```lean
import Mathlib

open Matrix

namespace GluonPolarizationSum

noncomputable section

variable {ι F : Type*} [Fintype ι] [Field F]

/-- The covariant components `k_μ = g_{μν} k^ν` of a vector. -/
def lower (g : Matrix ι ι F) (k : ι → F) : ι → F := g *ᵥ k

/-- The scalar product `x·y = x^μ g_{μν} y^ν`. -/
def dot (g : Matrix ι ι F) (x y : ι → F) : F := x ⬝ᵥ lower g y

/-- The tensor `P_{μν} = -g_{μν} + (k1_μ k2_ν + k2_μ k1_ν)/(k1·k2)`,
for momenta with `k1·k2 ≠ 0`. -/
def polSum (g : Matrix ι ι F) (k1 k2 : ι → F) : Matrix ι ι F :=
  -g + (dot g k1 k2)⁻¹ •
    (vecMulVec (lower g k1) (lower g k2) + vecMulVec (lower g k2) (lower g k1))

/-- The full contraction `A_{μρ} B_{νσ} M^{μν} N^{ρσ}` of two amplitudes. -/
def contract (A B M N : Matrix ι ι F) : F :=
  ∑ ρ, ∑ σ, ∑ ν, ∑ μ, A μ ρ * M μ ν * B ν σ * N ρ σ

/-- The contraction of two amplitudes is a trace of a matrix product. -/
theorem contract_eq_trace (A B M N : Matrix ι ι F) :
    contract A B M N = trace (Aᵀ * M * B * Nᵀ) := by
  simp only [contract, trace, diag_apply, Matrix.mul_apply, transpose_apply, Finset.sum_mul]

/-- For a symmetric metric the tensor `P` is symmetric. -/
theorem polSum_isSymm {g : Matrix ι ι F} (hg : g.IsSymm) (k1 k2 : ι → F) :
    (polSum g k1 k2).IsSymm := by
  unfold Matrix.IsSymm
  ext i j
  simp only [transpose_apply, polSum, Matrix.add_apply, Matrix.neg_apply, Matrix.smul_apply,
    vecMulVec_apply, smul_eq_mul, hg.apply i j]
  ring

/-- Transversality: `P_{μν} k1^ν = 0` if `k1` is null and `k1·k2 ≠ 0`. -/
theorem polSum_transverse {g : Matrix ι ι F} {k1 k2 : ι → F}
    (h1 : dot g k1 k1 = 0) (hK : dot g k1 k2 ≠ 0) : polSum g k1 k2 *ᵥ k1 = 0 := by
  have h (u v w : ι → F) : vecMulVec u v *ᵥ w = (v ⬝ᵥ w) • u := by
    ext i
    simp only [mulVec, dotProduct, vecMulVec_apply, Pi.smul_apply, smul_eq_mul, Finset.sum_mul]
    exact Finset.sum_congr rfl fun j _ => by ring
  have e1 : lower g k1 ⬝ᵥ k1 = 0 := by rw [dotProduct_comm]; exact h1
  have e2 : lower g k2 ⬝ᵥ k1 = dot g k1 k2 := dotProduct_comm _ _
  rw [polSum, Matrix.add_mulVec, Matrix.neg_mulVec, Matrix.smul_mulVec, Matrix.add_mulVec,
    h, h, e1, e2, zero_smul, add_zero, smul_smul, inv_mul_cancel₀ hK, one_smul]
  exact neg_add_cancel _

/-- Inserting `P` into a trace gives minus the metric term plus the two momentum terms. -/
theorem trace_mul_polSum_mul (g A B : Matrix ι ι F) (k1 k2 : ι → F) :
    trace (A * polSum g k1 k2 * B) = -trace (A * g * B) + (dot g k1 k2)⁻¹ *
      ((lower g k2 ᵥ* B) ⬝ᵥ (A *ᵥ lower g k1) + (lower g k1 ᵥ* B) ⬝ᵥ (A *ᵥ lower g k2)) := by
  have h (u v : ι → F) : trace (A * vecMulVec u v * B) = (v ᵥ* B) ⬝ᵥ (A *ᵥ u) := by
    rw [Matrix.mul_vecMulVec, Matrix.vecMulVec_mul, Matrix.trace_vecMulVec, dotProduct_comm]
  rw [← h, ← h]
  simp only [polSum, Matrix.mul_add, Matrix.add_mul, Matrix.mul_neg, Matrix.neg_mul,
    Matrix.mul_smul, Matrix.smul_mul, trace_add, trace_neg, trace_smul, smul_eq_mul]

/-- Interference of two amplitudes: for a symmetric metric, `k1` null and `k1·k2 ≠ 0`, if
`k1_μ M^{μν} = a k2^ν`, `M^{μν} k2_ν = b k1^μ`, and likewise for `N` with `a'`, `b'`, then
`P_{μρ} P_{νσ} M^{μν} N^{ρσ} = M^{μν} N_{μν} - (a b' + a' b)`. -/
theorem interference_sum {g M N : Matrix ι ι F} {k1 k2 : ι → F} {a b a' b' : F}
    (hg : g.IsSymm) (h1 : dot g k1 k1 = 0) (hK : dot g k1 k2 ≠ 0)
    (hM1 : lower g k1 ᵥ* M = a • k2) (hM2 : M *ᵥ lower g k2 = b • k1)
    (hN1 : lower g k1 ᵥ* N = a' • k2) (hN2 : N *ᵥ lower g k2 = b' • k1) :
    contract (polSum g k1 k2) (polSum g k1 k2) M N
      = contract g g M N - (a * b' + a' * b) := by
  have hP := polSum_isSymm hg k1 k2
  have hR := polSum_transverse h1 hK
  have hL : k1 ᵥ* polSum g k1 k2 = 0 := by
    have h := Matrix.vecMul_transpose (polSum g k1 k2) k1
    rwa [hP.eq, hR] at h
  have hk : k2 ᵥ* g = lower g k2 := by
    have h := Matrix.vecMul_transpose g k2
    rwa [hg.eq] at h
  have hq : lower g k2 ⬝ᵥ k1 = dot g k1 k2 := dotProduct_comm _ _
  -- the momentum terms of one `P` are killed by the transversality of the other
  have z1 : (lower g k2 ᵥ* Nᵀ) ⬝ᵥ ((polSum g k1 k2 * M) *ᵥ lower g k1) = 0 := by
    rw [Matrix.vecMul_transpose, hN2, smul_dotProduct, ← Matrix.mulVec_mulVec,
      Matrix.dotProduct_mulVec, hL, zero_dotProduct, smul_zero]
  have z2 : (lower g k1 ᵥ* Nᵀ) ⬝ᵥ ((polSum g k1 k2 * M) *ᵥ lower g k2) = 0 := by
    rw [← Matrix.mulVec_mulVec, hM2, Matrix.mulVec_smul, hR, smul_zero, dotProduct_zero]
  -- the momentum terms of the remaining `P` give the products of Ward coefficients
  have z3 : (lower g k2 ᵥ* M) ⬝ᵥ ((g * Nᵀ) *ᵥ lower g k1) = a' * b * dot g k1 k2 := by
    rw [← Matrix.mulVec_mulVec, Matrix.mulVec_transpose, hN1, Matrix.mulVec_smul,
      dotProduct_smul]
    change a' • ((lower g k2 ᵥ* M) ⬝ᵥ lower g k2) = _
    rw [← Matrix.dotProduct_mulVec, hM2, dotProduct_smul, hq, smul_eq_mul, smul_eq_mul]
    ring
  have z4 : (lower g k1 ᵥ* M) ⬝ᵥ ((g * Nᵀ) *ᵥ lower g k2) = a * b' * dot g k1 k2 := by
    rw [hM1, ← Matrix.mulVec_mulVec, Matrix.mulVec_transpose, smul_dotProduct,
      Matrix.dotProduct_mulVec, hk, dotProduct_comm, ← Matrix.dotProduct_mulVec, hN2,
      dotProduct_smul, hq, smul_eq_mul, smul_eq_mul]
    ring
  have cyc (A B : Matrix ι ι F) : trace (A * M * g * Nᵀ) = trace (g * Nᵀ * A * M) := by
    rw [Matrix.mul_assoc (A * M), Matrix.trace_mul_comm, ← Matrix.mul_assoc]
  rw [contract_eq_trace, contract_eq_trace, hP.eq, hg.eq, trace_mul_polSum_mul, z1, z2,
    cyc _ g, trace_mul_polSum_mul, z3, z4, cyc g g]
  linear_combination (-(a' * b + a * b')) * inv_mul_cancel₀ hK

/-- The gluon correction: for a symmetric metric, `k1` null and `k1·k2 ≠ 0`, a real amplitude
with `k1_μ M^{μν} = a k2^ν` and `M^{μν} k2_ν = b k1^μ` satisfies
`P_{μρ} P_{νσ} M^{μν} M^{ρσ} = M^{μν} M_{μν} - 2ab`. -/
theorem gluon_polarization_sum {g M : Matrix ι ι ℝ} {k1 k2 : ι → ℝ} {a b : ℝ}
    (hg : g.IsSymm) (h1 : dot g k1 k1 = 0) (hK : dot g k1 k2 ≠ 0)
    (hM1 : lower g k1 ᵥ* M = a • k2) (hM2 : M *ᵥ lower g k2 = b • k1) :
    contract (polSum g k1 k2) (polSum g k1 k2) M M = contract g g M M - 2 * a * b := by
  rw [interference_sum hg h1 hK hM1 hM2 hM1 hM2]
  ring

/-- The Minkowski metric with signature `(+,-,-,-)`. -/
def minkowski : Matrix (Fin 4) (Fin 4) ℝ :=
  !![1, 0, 0, 0; 0, -1, 0, 0; 0, 0, -1, 0; 0, 0, 0, -1]

/-- The four-momentum `(ω, 0, 0, p)` along the z axis. -/
def beam (ω p : ℝ) : Fin 4 → ℝ := ![ω, 0, 0, p]

/-- Lowering the index of a momentum along z reverses its z component. -/
theorem lower_beam (ω p : ℝ) : lower minkowski (beam ω p) = beam ω (-p) := by
  ext i
  fin_cases i <;> simp [lower, minkowski, beam, mulVec, dotProduct, Fin.sum_univ_four]

/-- The scalar product of two momenta along z is `ω ω' - p p'`. -/
theorem dot_beam (ω p ω' p' : ℝ) :
    dot minkowski (beam ω p) (beam ω' p') = ω * ω' - p * p' := by
  rw [dot, lower_beam]
  simp [beam, dotProduct, Fin.sum_univ_four]
  ring

/-- For back-to-back momenta `(ω,0,0,ω)` and `(ω,0,0,-ω)` with `ω ≠ 0`, the sum of the squares
of the four transverse components of `M` is `M^{μν} M_{μν} - 2ab`, if
`k1_μ M^{μν} = a k2^ν` and `M^{μν} k2_ν = b k1^μ`. -/
theorem transverse_sum {M : Matrix (Fin 4) (Fin 4) ℝ} {ω a b : ℝ} (hω : ω ≠ 0)
    (hM1 : lower minkowski (beam ω ω) ᵥ* M = a • beam ω (-ω))
    (hM2 : M *ᵥ lower minkowski (beam ω (-ω)) = b • beam ω ω) :
    M 1 1 ^ 2 + M 1 2 ^ 2 + M 2 1 ^ 2 + M 2 2 ^ 2
      = contract minkowski minkowski M M - 2 * a * b := by
  have hg : minkowski.IsSymm := by
    unfold Matrix.IsSymm
    ext i j
    fin_cases i <;> fin_cases j <;> simp [minkowski]
  have hK : dot minkowski (beam ω ω) (beam ω (-ω)) = 2 * ω ^ 2 := by rw [dot_beam]; ring
  -- in this frame `P` projects on the x and y directions
  have hP : polSum minkowski (beam ω ω) (beam ω (-ω))
      = !![0, 0, 0, 0; 0, 1, 0, 0; 0, 0, 1, 0; 0, 0, 0, 0] := by
    rw [polSum, hK, lower_beam, lower_beam]
    ext i j
    fin_cases i <;> fin_cases j <;> simp [minkowski, beam] <;>
      field_simp <;> norm_num
  have h := gluon_polarization_sum hg (by rw [dot_beam]; ring)
    (by rw [hK]; positivity) hM1 hM2
  rw [← h, hP]
  simp only [contract, Fin.sum_univ_four]
  simp
  ring

/-- For `ω ≠ 0` the displayed tensor, with any `a`, `b` and any transverse entries `c, d, e, f`,
meets the conditions on momenta and amplitude for `k1 = (ω,0,0,ω)`, `k2 = (ω,0,0,-ω)`. -/
theorem gluon_polarization_sum_witness (ω a b c d e f : ℝ) (hω : ω ≠ 0) :
    let M : Matrix (Fin 4) (Fin 4) ℝ :=
      !![(a + b) / 2, 0, 0, (b - a) / 2; 0, c, d, 0; 0, e, f, 0;
        (b - a) / 2, 0, 0, (a + b) / 2]
    dot minkowski (beam ω ω) (beam ω ω) = 0 ∧
    dot minkowski (beam ω ω) (beam ω (-ω)) ≠ 0 ∧
    lower minkowski (beam ω ω) ᵥ* M = a • beam ω (-ω) ∧
    M *ᵥ lower minkowski (beam ω (-ω)) = b • beam ω ω := by
  intro M
  refine ⟨by rw [dot_beam]; ring, ?_, ?_, ?_⟩
  · have h : ω * ω - ω * -ω = 2 * ω ^ 2 := by ring
    rw [dot_beam, h]
    positivity
  · rw [lower_beam]
    ext i
    fin_cases i <;> simp [M, beam, vecMul, dotProduct, Fin.sum_univ_four] <;> ring
  · rw [lower_beam]
    ext i
    fin_cases i <;> simp [M, beam, mulVec, dotProduct, Fin.sum_univ_four] <;> ring

end

end GluonPolarizationSum
```

```lean
#print axioms GluonPolarizationSum.gluon_polarization_sum
#print axioms GluonPolarizationSum.transverse_sum
```

```
'GluonPolarizationSum.gluon_polarization_sum' depends on axioms: [propext, Classical.choice, Quot.sound]
'GluonPolarizationSum.transverse_sum' depends on axioms: [propext, Classical.choice, Quot.sound]
```

### Reading the statements

Vectors and `M` carry upper indices, and `lower g k` is $k_\mu$. The product `lower g k1 ᵥ* M` contracts the first index of $M$, and `M *ᵥ lower g k2` the second. `contract g g M M` is $M^{\mu\nu}M_{\mu\nu}$, and `polSum` is $P$.

`gluon_polarization_sum` is the identity for real $M$, any finite number of dimensions and any symmetric $g$. It assumes $k_1$ null and $K\neq0$, but not that $k_2$ is null. The name `polSum` fits its physical meaning only when both momenta are null in Minkowski space.

`interference_sum` treats two amplitudes over any field, with correction $ab'+a'b$. For a complex amplitude with real momenta, one takes $N=M^*$, $a'=a^*$, $b'=b^*$, and the correction becomes $2\,\mathrm{Re}(ab^*)$.

`transverse_sum` sets the momenta back to back along $z$, where $S$ is the sum of squares of the four $x,y$ components of $M$. `beam` just means a momentum along $z$; the gluons may be outgoing. `gluon_polarization_sum_witness` gives tensors that satisfy both relations for every $a$ and $b$.

The Ward relations are assumed. That a particular tree amplitude obeys them, at fixed colours and quark spins, is not proved here; it can be checked from its Feynman diagrams.

### From index sums to traces

`contract_eq_trace` turns the fourfold sum into a trace, so that factors can be moved cyclically. `polSum_isSymm` and `polSum_transverse` supply the symmetry of $P$ and $Pk_1=0$. `trace_mul_polSum_mul` expands one $P$ inside a trace, and `interference_sum` uses it twice, in the order above.

After the first expansion, `z1` and `z2` show that the momentum terms vanish. After the second, `z3` and `z4` evaluate them as $a'bK$ and $ab'K$. The closing `linear_combination` cancels $K^{-1}K$. Setting $N=M$ gives the gluon formula, and `transverse_sum` follows by computing $P$ entry by entry.
